# Hydrogen-like atom in a hard sphere of radius $2/Z$: the positive s-wave solution has energy $-Z^2/8$ (atomic units)

## Two sines in an empty box

Take a particle with no potential between walls at $r=0$ and $r=\pi$, obeying $-f''/2 = Ef$ with $f=0$ at both walls. The function $u=\sin r$ solves this with energy $E_1=1/2$, and $w=\sin 2r$ with energy $E_2=2$. Their Wronskian is
$$W = uw'-u'w = 2\sin r\cos 2r-\cos r\sin 2r = -2\sin^3 r .$$
It vanishes at both walls, so its slope vanishes somewhere between them. That slope is $W'=-6\sin^2 r\cos r$, which equals $2(E_1-E_2)\,uw$. Since $E_1\neq E_2$, the product $uw$ must vanish where $W'$ does. This happens at $r=\pi/2$, the node of $w$. The same argument works in any potential for solutions whose slopes are continuous up to the walls. One explicit solution of this kind without a node then fixes the energy of every other nodeless one in the same potential and between the same walls.

## The model

An electron moves around a fixed nucleus of charge $Z>0$ at the centre of an impenetrable sphere of radius $R$. In atomic units an s state is $\psi = w(r)/(r\sqrt{4\pi})$, and the radial function $w$ obeys
$$-\tfrac12 w'' + V(r)\,w = E\,w \quad (0<r<R), \qquad w(0)=w(R)=0,$$
with potential $V(r)=-Z/r$ and energy $E$.

```lean
import Mathlib

open Set Filter Topology

namespace ConfinedHydrogen

noncomputable section
```

`IsBoxState V R E w w'` states this boundary problem for an arbitrary real function $V$. The slope `w'` is a second function supplied along with `w`. The fields `cont` and `cont'` make both continuous on the closed interval `Icc 0 R`, which is $[0,R]$. The field `hasDeriv` makes `w'` the derivative of `w` on the open interval `Ioo 0 R`, which is $(0,R)$, and `eqn` says that `w'` has a derivative there which satisfies the equation. The fields `left` and `right` are the wall conditions. The potential is evaluated only at $0<r<R$, so Lean's value for $-Z/0$ never enters. Nothing excludes $w=0$, which is a box state at every energy.

```lean
/-- `w`, with slope `w'`, solves `-w''/2 + V w = E w` on `(0, R)`, vanishes at both walls,
and `w` and `w'` are continuous up to the walls. -/
structure IsBoxState (V : ℝ → ℝ) (R E : ℝ) (w w' : ℝ → ℝ) : Prop where
  cont : ContinuousOn w (Icc 0 R)
  cont' : ContinuousOn w' (Icc 0 R)
  hasDeriv : ∀ r ∈ Ioo 0 R, HasDerivAt w (w' r) r
  eqn : ∀ r ∈ Ioo 0 R, ∃ w'' : ℝ, HasDerivAt w' w'' r ∧ -w'' / 2 + V r * w r = E * w r
  left : w 0 = 0
  right : w R = 0
```

The Wronskian is defined from two functions and their two slopes, with the sign convention used above.

```lean
/-- The Wronskian `u w' - u' w` of two radial functions with slopes `u'` and `w'`. -/
def wronskian (u u' w w' : ℝ → ℝ) (r : ℝ) : ℝ := u r * w' r - u' r * w r
```

The Coulomb potential takes $Z$ as a real number, and $Z=1$ is hydrogen.

```lean
/-- The Coulomb potential `-Z / r` of a nucleus of charge `Z`, in atomic units. -/
def coulomb (Z r : ℝ) : ℝ := -Z / r
```

The explicit candidate is the unnormalised 2s radial function of the free atom,
$$u(r)=r\left(1-\tfrac{Z r}{2}\right)e^{-Zr/2},$$
whose node lies at $r=2/Z$. The wall is placed at that node, $R=2/Z$.

```lean
/-- The radial function `r (1 - Z r / 2) exp (-Z r / 2)`. -/
def orbital (Z r : ℝ) : ℝ := r * (1 - Z / 2 * r) * Real.exp (-(Z / 2) * r)
```

The product rule applied to $(r-Zr^2/2)\,e^{-Zr/2}$ gives
$$u'=\left(1-Zr-\tfrac{Zr}{2}+\tfrac{Z^2r^2}{4}\right)e^{-Zr/2}=\left(1-\tfrac{3Zr}{2}+\tfrac{Z^2r^2}{4}\right)e^{-Zr/2}.$$
The definition only names this function; `orbital_isBoxState` later proves that it is the derivative.

```lean
/-- The function `(1 - 3 Z r / 2 + Z² r² / 4) exp (-Z r / 2)`, used as the slope of `orbital`. -/
def orbitalSlope (Z r : ℝ) : ℝ :=
  (1 - 3 * Z / 2 * r + Z ^ 2 / 4 * r ^ 2) * Real.exp (-(Z / 2) * r)
```

## The Wronskian argument in an arbitrary potential

For $f$ continuous on $[a,b]$ and differentiable inside, the mean value theorem gives an interior point $c$ with $f'(c)=(f(b)-f(a))/(b-a)$. If $f'=0$ inside, the quotient is zero. Then either the numerator vanishes, which gives $f(b)=f(a)$, or $b-a=0$, which contradicts $a<b$. These are the two cases closed by `linarith`.

```lean
/-- A function continuous on `[a, b]` with zero derivative inside has equal end values. -/
theorem ends_eq_of_deriv_zero {f : ℝ → ℝ} {a b : ℝ} (hab : a < b)
    (hc : ContinuousOn f (Icc a b)) (hd : ∀ x ∈ Ioo a b, HasDerivAt f 0 x) : f b = f a := by
  obtain ⟨c, -, h⟩ := exists_hasDerivAt_eq_slope f (fun _ => 0) hab hc hd
  rcases div_eq_zero_iff.mp h.symm with h1 | h1
  · linarith
  · linarith
```

Let $u$ and $w$ be box states of the same $V$ and $R$ with energies $E_1$ and $E_2$. Differentiating $W=uw'-u'w$ gives
$$W' = u'w'+uw''-u''w-u'w' = uw''-u''w .$$
Multiply the equation of $u$ by $2w$ and the equation of $w$ by $2u$:
$$-u''w+2Vuw=2E_1uw,\qquad -uw''+2Vuw=2E_2uw .$$
Subtracting the second from the first removes $V$ and leaves $W'=2(E_1-E_2)\,uw$. In the proof `a` and `b` are $u''(r)$ and $w''(r)$, `h` is the product rule, and `linear_combination 2 * w r * ea - 2 * u r * eb` is the subtraction.

```lean
/-- The Wronskian of two box states in the same potential has derivative `2 (E₁ - E₂) u w`
inside the box. -/
theorem wronskian_hasDerivAt {V u u' w w' : ℝ → ℝ} {R E₁ E₂ r : ℝ}
    (hu : IsBoxState V R E₁ u u') (hw : IsBoxState V R E₂ w w') (hr : r ∈ Ioo 0 R) :
    HasDerivAt (wronskian u u' w w') (2 * (E₁ - E₂) * (u r * w r)) r := by
  obtain ⟨a, ha, ea⟩ := hu.eqn r hr
  obtain ⟨b, hb, eb⟩ := hw.eqn r hr
  have h := ((hu.hasDeriv r hr).fun_mul hb).fun_sub (ha.fun_mul (hw.hasDeriv r hr))
  -- the potential cancels between the two equations
  exact h.congr_deriv (by linear_combination 2 * w r * ea - 2 * u r * eb)
```

At a wall $u=w=0$, so both terms of $W$ vanish, and $W(0)=W(R)=0$. Continuity of the slopes up to the walls makes $W$ continuous on $[0,R]$. The mean value theorem then gives $c\in(0,R)$ with
$$2(E_1-E_2)\,u(c)\,w(c)=\frac{W(R)-W(0)}{R}=0 .$$
If $E_1\neq E_2$, then $u(c)=0$ or $w(c)=0$. The proof follows this order: `hc` is the continuity, `h0` and `h1` are the wall values, and `mul_eq_zero` splits the product twice, first discarding the factor $2(E_1-E_2)$.

```lean
/-- If two box states in the same potential have different energies, one of them has a zero
strictly inside the box. -/
theorem node_of_energy_ne {V u u' w w' : ℝ → ℝ} {R E₁ E₂ : ℝ} (hR : 0 < R)
    (hu : IsBoxState V R E₁ u u') (hw : IsBoxState V R E₂ w w') (hE : E₁ ≠ E₂) :
    ∃ r ∈ Ioo 0 R, u r = 0 ∨ w r = 0 := by
  have hc : ContinuousOn (wronskian u u' w w') (Icc 0 R) :=
    (hu.cont.mul hw.cont').sub (hu.cont'.mul hw.cont)
  obtain ⟨c, hcI, h⟩ := exists_hasDerivAt_eq_slope (wronskian u u' w w')
    (fun r => 2 * (E₁ - E₂) * (u r * w r)) hR hc (fun r hr => wronskian_hasDerivAt hu hw hr)
  -- the Wronskian vanishes at both walls
  have h0 : wronskian u u' w w' 0 = 0 := by simp [wronskian, hu.left, hw.left]
  have h1 : wronskian u u' w w' R = 0 := by simp [wronskian, hu.right, hw.right]
  rw [h0, h1, sub_zero, zero_div] at h
  have hne : 2 * (E₁ - E₂) ≠ 0 := mul_ne_zero two_ne_zero (sub_ne_zero.mpr hE)
  exact ⟨c, hcI, mul_eq_zero.mp ((mul_eq_zero.mp h).resolve_left hne)⟩
```

Now let both energies equal $E$ and let $u$ have no zero in $(0,R)$. Then $W'=0$ inside, so $W(r)=W(0)=0$ for each interior $r$; this is `hW`, obtained from `ends_eq_of_deriv_zero` on $[0,r]$. The quotient rule gives
$$\left(\frac{w}{u}\right)'=\frac{w'u-wu'}{u^2}=\frac{W}{u^2}=0,$$
which is `hq`. The ratio is $0/0$ at the walls, so `hconst` compares it only between two interior points $x<y$. Setting $c=w(R/2)/u(R/2)$ gives $w(r)=c\,u(r)$ inside, by comparing $r$ with $R/2$ in the three cases of `lt_trichotomy`. At the walls both sides are zero.

```lean
/-- If `u` is a box state without zeros inside the box, every box state of the same energy
in the same potential is a constant multiple of `u`. -/
theorem proportional_of_energy_eq {V u u' w w' : ℝ → ℝ} {R E : ℝ} (hR : 0 < R)
    (hu : IsBoxState V R E u u') (hw : IsBoxState V R E w w')
    (hne : ∀ r ∈ Ioo 0 R, u r ≠ 0) : ∃ c : ℝ, ∀ r ∈ Icc 0 R, w r = c * u r := by
  have hc : ContinuousOn (wronskian u u' w w') (Icc 0 R) :=
    (hu.cont.mul hw.cont').sub (hu.cont'.mul hw.cont)
  have h0 : wronskian u u' w w' 0 = 0 := by simp [wronskian, hu.left, hw.left]
  -- the Wronskian is constant, hence zero
  have hW : ∀ r ∈ Ioo 0 R, u r * w' r - u' r * w r = 0 := by
    intro r hr
    have h := ends_eq_of_deriv_zero hr.1 (hc.mono (Icc_subset_Icc_right hr.2.le))
      (fun x hx => (wronskian_hasDerivAt hu hw ⟨hx.1, hx.2.trans hr.2⟩).congr_deriv (by ring))
    rw [h0] at h
    exact h
  -- so the ratio w / u has zero derivative
  have hq : ∀ r ∈ Ioo 0 R, HasDerivAt (fun x => w x / u x) 0 r := by
    intro r hr
    have h := (hw.hasDeriv r hr).fun_div (hu.hasDeriv r hr) (hne r hr)
    have hz : w' r * u r - w r * u' r = 0 := by linear_combination hW r hr
    exact h.congr_deriv (div_eq_zero_iff.mpr (Or.inl hz))
  have hconst : ∀ x ∈ Ioo 0 R, ∀ y ∈ Ioo 0 R, x < y → w y / u y = w x / u x := by
    intro x hx y hy hxy
    exact ends_eq_of_deriv_zero (f := fun x => w x / u x) hxy
      (fun z hz => (hq z ⟨hx.1.trans_le hz.1, hz.2.trans_lt hy.2⟩).continuousAt.continuousWithinAt)
      (fun z hz => hq z ⟨hx.1.trans hz.1, hz.2.trans hy.2⟩)
  have hm : R / 2 ∈ Ioo 0 R := ⟨by linarith, by linarith⟩
  refine ⟨w (R / 2) / u (R / 2), fun r hr => ?_⟩
  rcases hr.1.eq_or_lt with h | h
  · rw [← h, hu.left, hw.left, mul_zero]
  rcases hr.2.eq_or_lt with h' | h'
  · rw [h', hu.right, hw.right, mul_zero]
  have hratio : w r / u r = w (R / 2) / u (R / 2) := by
    rcases lt_trichotomy r (R / 2) with h2 | h2 | h2
    · exact (hconst r ⟨h, h'⟩ _ hm h2).symm
    · rw [h2]
    · exact hconst _ hm r ⟨h, h'⟩ h2
  exact (div_eq_iff (hne r ⟨h, h'⟩)).mp hratio
```

## From a $C^2$ function to a box state

A solution is more naturally described as one function $w$, twice continuously differentiable on $[0,R]$. In Lean this is `ContDiffOn ℝ 2 w (Icc 0 R)`, with derivatives taken within the interval and hence one-sided at the walls. The slope is chosen as `derivWithin w (Icc 0 R)`. It is $C^1$ on $[0,R]$ by `hs`, and therefore continuous up to the walls. Near an interior point it coincides with the ordinary derivative `deriv w`, which is `hev`, so its derivative there is `deriv (deriv w) r`, the $w''$ of the equation.

```lean
/-- A function that is C² on `[0, R]`, vanishes at both walls and solves the radial equation
inside is a box state, with its derivative on `[0, R]` as slope. -/
theorem isBoxState_of_contDiffOn {V w : ℝ → ℝ} {R E : ℝ} (hR : 0 < R)
    (hw : ContDiffOn ℝ 2 w (Icc 0 R)) (h0 : w 0 = 0) (h1 : w R = 0)
    (heq : ∀ r ∈ Ioo 0 R, -deriv (deriv w) r / 2 + V r * w r = E * w r) :
    IsBoxState V R E w (derivWithin w (Icc 0 R)) := by
  have hd : DifferentiableOn ℝ w (Icc 0 R) := hw.differentiableOn (by norm_num)
  have hs : ContDiffOn ℝ 1 (derivWithin w (Icc 0 R)) (Icc 0 R) :=
    hw.derivWithin (uniqueDiffOn_Icc hR) (le_of_eq one_add_one_eq_two)
  refine ⟨hw.continuousOn, hs.continuousOn, fun r hr => ?_, fun r hr => ?_, h0, h1⟩
  · exact (hd r (Ioo_subset_Icc_self hr)).hasDerivWithinAt.hasDerivAt (Icc_mem_nhds hr.1 hr.2)
  · have hev : derivWithin w (Icc 0 R) =ᶠ[𝓝 r] deriv w := by
      filter_upwards [Ioo_mem_nhds hr.1 hr.2] with x hx
      exact derivWithin_of_mem_nhds (Icc_mem_nhds hx.1 hx.2)
    have h2 : DifferentiableAt ℝ (derivWithin w (Icc 0 R)) r :=
      (hs.differentiableOn (by norm_num) r (Ioo_subset_Icc_self hr)).differentiableAt
        (Icc_mem_nhds hr.1 hr.2)
    exact ⟨deriv (deriv w) r, h2.hasDerivAt.congr_deriv hev.deriv_eq, heq r hr⟩
```

## The Coulomb solution

Differentiating $u'$ once more gives
$$u''=\left(-\tfrac{3Z}{2}+\tfrac{Z^2r}{2}-\tfrac{Z}{2}+\tfrac{3Z^2r}{4}-\tfrac{Z^3r^2}{8}\right)e^{-Zr/2}=\left(-2Z+\tfrac{5Z^2r}{4}-\tfrac{Z^3r^2}{8}\right)e^{-Zr/2}.$$
For $r\neq0$ the two terms on the left of the radial equation are
$$-\tfrac12u''=\left(Z-\tfrac{5Z^2r}{8}+\tfrac{Z^3r^2}{16}\right)e^{-Zr/2},\qquad -\frac{Zu}{r}=\left(-Z+\tfrac{Z^2r}{2}\right)e^{-Zr/2}.$$
Their sum is $-\tfrac{Z^2}{8}\left(r-\tfrac{Zr^2}{2}\right)e^{-Zr/2}=-\tfrac{Z^2}{8}\,u$. The factor $r$ vanishes at $0$, the factor $1-Zr/2$ vanishes at $2/Z$, and all three factors are positive in between. So $u$ is a box state of $-Z/r$ for $R=2/Z$ with energy $-Z^2/8$, which Lean writes `-Z ^ 2 / 8` with the minus sign outside the square. In the proof `d1` and `d2` are the two derivatives, valid for all real $r$, which also gives the continuity fields. The equation is checked by treating the exponential as a symbol `e`, clearing the denominator $r$ with `field_simp` and finishing with `ring`; `hwall` is $\tfrac Z2\cdot\tfrac2Z=1$.

```lean
/-- `r (1 - Z r / 2) exp (-Z r / 2)` is a box state of the Coulomb potential for the wall at
`2 / Z` with energy `-Z² / 8`, and it is positive inside the box. -/
theorem orbital_isBoxState {Z : ℝ} (hZ : 0 < Z) :
    IsBoxState (coulomb Z) (2 / Z) (-Z ^ 2 / 8) (orbital Z) (orbitalSlope Z) ∧
      ∀ r ∈ Ioo 0 (2 / Z), 0 < orbital Z r := by
  have he := fun r : ℝ => ((hasDerivAt_id' r).const_mul (-(Z / 2))).exp
  have d1 : ∀ r, HasDerivAt (orbital Z) (orbitalSlope Z r) r := by
    intro r
    have hp := (hasDerivAt_id' r).fun_mul (((hasDerivAt_id' r).const_mul (Z / 2)).const_sub 1)
    exact (hp.fun_mul (he r)).congr_deriv (by simp only [orbitalSlope]; ring)
  have d2 : ∀ r, HasDerivAt (orbitalSlope Z)
      ((-2 * Z + 5 * Z ^ 2 / 4 * r - Z ^ 3 / 8 * r ^ 2) * Real.exp (-(Z / 2) * r)) r := by
    intro r
    have hp : HasDerivAt (fun r : ℝ => 1 - 3 * Z / 2 * r + Z ^ 2 / 4 * r ^ 2)
        (-(3 * Z / 2) + Z ^ 2 / 4 * (2 * r)) r :=
      ((((hasDerivAt_id' r).const_mul (3 * Z / 2)).const_sub 1).fun_add
        ((hasDerivAt_pow 2 r).const_mul (Z ^ 2 / 4))).congr_deriv
        (by ring1)
    exact (hp.fun_mul (he r)).congr_deriv (by ring)
  have hwall : Z / 2 * (2 / Z) = 1 := by field_simp
  refine ⟨⟨fun r _ => (d1 r).continuousAt.continuousWithinAt,
    fun r _ => (d2 r).continuousAt.continuousWithinAt, fun r _ => d1 r,
    fun r hr => ⟨_, d2 r, ?_⟩, by simp [orbital], ?_⟩, fun r hr => ?_⟩
  · have hr0 : r ≠ 0 := hr.1.ne'
    simp only [coulomb, orbital]
    generalize Real.exp (-(Z / 2) * r) = e
    field_simp
    ring
  · unfold orbital
    rw [hwall, sub_self, mul_zero, zero_mul]
  · have h2 : r * Z < 2 := (lt_div_iff₀ hZ).mp hr.2
    exact mul_pos (mul_pos hr.1 (by linarith)) (Real.exp_pos _)
```

Compare any box state $w$ of energy $E\neq -Z^2/8$ in this box with $u$. One of the two has an interior zero, and it is not $u$. Here `node_of_energy_ne` is applied with `hw` first and `hu` second, so the alternative that $u$ vanishes is the right-hand one, removed by `resolve_right`.

```lean
/-- Every box state of the Coulomb potential with the wall at `2 / Z` and energy different
from `-Z² / 8` has a zero strictly inside the box. -/
theorem node_of_energy_ne_coulomb {Z E : ℝ} {w w' : ℝ → ℝ} (hZ : 0 < Z)
    (hw : IsBoxState (coulomb Z) (2 / Z) E w w') (hE : E ≠ -Z ^ 2 / 8) :
    ∃ r ∈ Ioo 0 (2 / Z), w r = 0 := by
  obtain ⟨hu, hpos⟩ := orbital_isBoxState hZ
  obtain ⟨r, hr, h⟩ := node_of_energy_ne (by positivity) hw hu hE
  exact ⟨r, hr, h.resolve_right (hpos r hr).ne'⟩
```

## The energy of a positive solution

The final theorem reads as follows. Let $Z>0$, let $E$ be real, and let $w$ be a real function that is $C^2$ on $[0,2/Z]$ (`hw`), positive on $(0,2/Z)$ (`hpos`), zero at both walls (`h0`, `h1`), and a solution of $-w''/2-Zw/r=Ew$ inside (`heq`). Then $E=-Z^2/8$, and there is a constant $c>0$ with $w=c\,u$ on all of $[0,2/Z]$. For $Z=1$ the box is $[0,2]$ and $E=-1/8$ hartree.

The steps assemble directly. The function $w$ is a box state. An energy other than $-Z^2/8$ would give it an interior zero, contradicting positivity; this is `hE`. At equal energies $w=c\,u$, since $u$ has no interior zero. At the midpoint $r=1/Z$, written `2 / Z / 2`, both $c\,u$ and $u$ are positive, and `nlinarith` rejects $c\le0$.

The statement concerns s waves only, with one nonrelativistic electron, a fixed point nucleus, a hard wall and the single radius $R=2/Z$. Smoothness of $w$ up to the nucleus and the wall is assumed. The theorems identify the energy of the nodeless solution and show that box states of other energies have a node. They do not state that $-Z^2/8$ is the lowest eigenvalue, since no ordering of energies by node count and no variational bound is proved. The constant $c$ is left free, because the equation is linear. Requiring $\int_0^{2/Z}w^2\,dr=1$ would fix it through $\int_0^{2/Z}u^2\,dr=(2-14e^{-2})/Z^3$, giving $c\approx3.08\,Z^{3/2}$. That integral and the opening sine example are worked on paper only and Lean has not checked them.

For this one-electron model at this one radius, the closed-form pair $u$, $-Z^2/8$ is an exact value against which a numerical radial solver with a wall condition at finite radius can be compared.

```lean
/-- If `w` is C² on `[0, 2 / Z]`, positive inside, zero at both walls and solves
`-w''/2 - Z w / r = E w` inside, then `E = -Z² / 8` and `w` is a positive multiple of
`r (1 - Z r / 2) exp (-Z r / 2)` on the box. -/
theorem energy_of_positive_solution {Z E : ℝ} {w : ℝ → ℝ} (hZ : 0 < Z)
    (hw : ContDiffOn ℝ 2 w (Icc 0 (2 / Z))) (hpos : ∀ r ∈ Ioo 0 (2 / Z), 0 < w r)
    (h0 : w 0 = 0) (h1 : w (2 / Z) = 0)
    (heq : ∀ r ∈ Ioo 0 (2 / Z), -deriv (deriv w) r / 2 + coulomb Z r * w r = E * w r) :
    E = -Z ^ 2 / 8 ∧ ∃ c : ℝ, 0 < c ∧ ∀ r ∈ Icc 0 (2 / Z), w r = c * orbital Z r := by
  have hR : 0 < 2 / Z := by positivity
  have hs := isBoxState_of_contDiffOn hR hw h0 h1 heq
  obtain ⟨hu, hupos⟩ := orbital_isBoxState hZ
  -- any other energy would force a zero of w
  have hE : E = -Z ^ 2 / 8 := by
    by_contra hE
    obtain ⟨r, hr, h⟩ := node_of_energy_ne_coulomb hZ hs hE
    exact (hpos r hr).ne' h
  rw [hE] at hs
  obtain ⟨c, hc⟩ := proportional_of_energy_eq hR hu hs (fun r hr => (hupos r hr).ne')
  refine ⟨hE, c, ?_, hc⟩
  have hm : 2 / Z / 2 ∈ Ioo 0 (2 / Z) := ⟨by linarith, by linarith⟩
  have ha := hpos _ hm
  have hb := hupos _ hm
  rw [hc _ (Ioo_subset_Icc_self hm)] at ha
  by_contra hneg
  have hle : c ≤ 0 := not_lt.mp hneg
  nlinarith

end

end ConfinedHydrogen
```

```lean
#print axioms ConfinedHydrogen.energy_of_positive_solution
```

```
'ConfinedHydrogen.energy_of_positive_solution' depends on axioms: [propext, Classical.choice, Quot.sound]
```
